# With nonzero couplings, the downfolded Rayleigh function has exactly one zero below its lowest pole

Take one retained state of energy $a$, coupled by a real $b\neq 0$ to one other state of energy $d$. With amplitudes $c$ and $x$, the eigenvalue equations are

$$ac+bx=Ec,\qquad bc+dx=Ex .$$

For $E\neq d$ the second gives $x=cb/(E-d)$. Inserting this into the first leaves $f(E)\,c=0$, where

$$f(E)=a-E+\frac{b^2}{E-d}.$$

As $E$ rises towards $d$ from below, both $-E$ and $b^2/(E-d)$ decrease, and the second falls without bound. Far below $d$, $f$ is positive. It therefore crosses zero once below the pole.

For $a=0$, $b=2$, $d=3$, the condition $f(E)=0$ becomes $E(E-3)=4$, with roots $-1$ and $4$. Only $-1$ lies below the pole. There $x=-c/2$, and the normalised state $(c,x)=(2,-1)/\sqrt5$ has energy $2\cdot2\cdot\left(-\tfrac25\right)+3\cdot\tfrac15=-1$, equal to the zero.

## Many poles: monotonicity, a bracket and a completed square

Now let the retained state couple by real $b_j$ to finitely many states of energies $d_j$, which do not couple to one another. Elimination gives

$$f(E)=a-E+\sum_j\frac{b_j^2}{E-d_j}.$$

**Strict decrease.** Let $E<F$ both lie below all poles. For each $j$,

$$\frac{b_j^2}{E-d_j}-\frac{b_j^2}{F-d_j}=\frac{b_j^2(F-E)}{(E-d_j)(F-d_j)}\ge 0,$$

because the two factors in the denominator are both negative. Since also $-E>-F$, we get $f(E)>f(F)$.

**A point where $f\ge0$.** Let $d_k$ be a lowest pole, with $b_k\ne0$, and put $L=\min\left(d_k-1,\;a-\sum_j b_j^2\right)$. Then $L-d_j\le-1$ for every $j$, so each pole term is at least $-b_j^2$, and

$$f(L)\ge a-L-\sum_j b_j^2\ge0.$$

**A point where $f\le0$.** Put $t=b_k^2/(|a-d_k|+1+b_k^2)$, so that $0<t\le1$. At $E=d_k-t$ every pole term is at most zero, and the $k$-th equals $-b_k^2/t=-(|a-d_k|+1+b_k^2)$. Hence

$$f(d_k-t)\le (a-d_k)+t-|a-d_k|-1-b_k^2\le t-1\le0.$$

Since $L\le d_k-1\le d_k-t$ and $f$ is continuous between these points, the intermediate value theorem gives a zero. Strict decrease makes it unique. In the example above, $L=-4$ and $t=\tfrac12$, with $f(-4)=\tfrac{24}{7}$ and $f(2.5)=-10.5$.

**Relation to the full energy.** For amplitudes $c$ and $x_j$, define the energy form and squared norm

$$Q=ac^2+2c\sum_j b_jx_j+\sum_j d_jx_j^2,\qquad N=c^2+\sum_jx_j^2 .$$

Expanding one square gives

$$(d_j-E)\left(x_j-\frac{cb_j}{E-d_j}\right)^2=(d_j-E)x_j^2+2cb_jx_j-\frac{c^2b_j^2}{E-d_j}.$$

Summing over $j$ and adding $f(E)c^2$ cancels the last terms, leaving

$$Q-EN=f(E)c^2+\sum_j(d_j-E)\left(x_j-\frac{cb_j}{E-d_j}\right)^2 .$$

At a zero of $f$ below all poles, the right side is a sum of squares with positive weights. So $Q\ge EN$, with equality exactly when $x_j=cb_j/(E-d_j)$ for all $j$. Taking $c=1$ shows that a nonzero state attains the bound, so $E$ is the minimum of $Q/N$, the ground-state energy of the full real symmetric Hamiltonian.

For a single retained state and finitely many mutually uncoupled eliminated states, a lowest of which has nonzero coupling to the retained one, the interval from $L$ to $d_k-t$ is a guaranteed bracket: bisection on $f(E)=0$ there converges to the ground-state energy.

## The model in Lean

The type `ι` labels the eliminated states. It is finite, and may be empty unless a theorem says otherwise.

```lean
import Mathlib

open Finset

namespace DownfoldedRayleigh

noncomputable section

variable {ι : Type*} [Fintype ι]
```

The functions `b d : ι → ℝ` hold the couplings and pole energies. The sign convention is $a-E$, which makes the function decrease.

```lean
/-- The downfolded Rayleigh function `a - E + ∑ b_j² / (E - d_j)`, for energies `E` different
from every pole `d_j`. -/
def downfolded (a : ℝ) (b d : ι → ℝ) (E : ℝ) : ℝ :=
  a - E + ∑ j, b j ^ 2 / (E - d j)
```

The full Hamiltonian enters through its quadratic form on real amplitudes. The factor 2 counts each coupling and its transpose.

```lean
/-- The energy form of the full Hamiltonian: a retained state of energy `a` and amplitude `c`,
coupled by `b_j` to states of energies `d_j` and amplitudes `x_j`. -/
def energy (a : ℝ) (b d : ι → ℝ) (c : ℝ) (x : ι → ℝ) : ℝ :=
  a * c ^ 2 + 2 * c * ∑ j, b j * x j + ∑ j, d j * x j ^ 2
```

The norm has no overlap matrix: the basis is orthonormal, and the eliminated block is already diagonal. Amplitudes need not be normalised; for normalised states `weight` equals 1 and `energy` is the energy expectation value.

```lean
/-- The squared norm of the full state with amplitudes `c` and `x_j`. -/
def weight (c : ℝ) (x : ι → ℝ) : ℝ :=
  c ^ 2 + ∑ j, x j ^ 2
```

## Strict decrease below the poles

The set `{E | ∀ j, E < d j}` is the region below all poles. No coupling need be nonzero here, since the term $-E$ alone makes the decrease strict.

```lean
/-- Below all poles the downfolded Rayleigh function is strictly decreasing in the energy. -/
theorem downfolded_strictAntiOn (a : ℝ) (b d : ι → ℝ) :
    StrictAntiOn (downfolded a b d) {E | ∀ j, E < d j} := by
  intro E hE F hF hEF
  have hsum : ∑ j, b j ^ 2 / (F - d j) ≤ ∑ j, b j ^ 2 / (E - d j) := by
    apply Finset.sum_le_sum
    intro j _
    have h1 : E - d j < 0 := sub_neg.mpr (hE j)
    have h2 : F - d j < 0 := sub_neg.mpr (hF j)
    -- the difference of two pole terms has a definite sign
    have h3 : 0 ≤ b j ^ 2 / (E - d j) - b j ^ 2 / (F - d j) := by
      rw [div_sub_div _ _ h1.ne h2.ne]
      apply div_nonneg
      · have h4 : 0 ≤ b j ^ 2 * (F - E) := mul_nonneg (sq_nonneg _) (by linarith)
        linarith
      · exact (mul_pos_of_neg_of_neg h1 h2).le
    linarith
  unfold downfolded
  linarith
```

The rewrite `div_sub_div` puts the two pole terms over a common denominator, whose sign comes from `mul_pos_of_neg_of_neg`. `Finset.sum_le_sum` adds the termwise comparisons, and the last `linarith` brings in $E<F$.

## Existence and uniqueness of the zero

The hypothesis `hk` says that `d k` is a lowest pole, and `hb` says that this pole is coupled. Physically, `hb` means that the retained state mixes with at least one lowest eliminated state, which is what drives $f$ downwards at the edge of the region. Other couplings may vanish. The symbol `∃!` means that exactly one $E$ satisfies both the inequality and the equation.

```lean
/-- If a lowest pole has nonzero coupling, the downfolded Rayleigh function has exactly one zero
below that pole. -/
theorem existsUnique_zero_below (a : ℝ) (b d : ι → ℝ) (k : ι)
    (hk : ∀ j, d k ≤ d j) (hb : b k ≠ 0) :
    ∃! E, E < d k ∧ downfolded a b d E = 0 := by
  have hbk : 0 < b k ^ 2 := by positivity
  have hK : 0 < |a - d k| + 1 + b k ^ 2 := by positivity
  obtain ⟨t, ht⟩ : ∃ t, t = b k ^ 2 / (|a - d k| + 1 + b k ^ 2) := ⟨_, rfl⟩
  have ht0 : 0 < t := by rw [ht]; positivity
  have htK : t * (|a - d k| + 1 + b k ^ 2) = b k ^ 2 := by
    rw [ht]; exact div_mul_cancel₀ _ hK.ne'
  have ht1 : t ≤ 1 := by
    rw [ht, div_le_one hK]
    linarith [abs_nonneg (a - d k)]
  obtain ⟨L, hL⟩ : ∃ L, L = min (d k - 1) (a - ∑ j, b j ^ 2) := ⟨_, rfl⟩
  have hL1 : L ≤ d k - 1 := by rw [hL]; exact min_le_left _ _
  have hL2 : L ≤ a - ∑ j, b j ^ 2 := by rw [hL]; exact min_le_right _ _
  -- far below the poles the function is nonnegative
  have hlow : 0 ≤ downfolded a b d L := by
    have hs : ∑ j, -(b j ^ 2) ≤ ∑ j, b j ^ 2 / (L - d j) := by
      apply Finset.sum_le_sum
      intro j _
      have h1 : L - d j ≤ -1 := by linarith [hk j]
      rw [le_div_iff_of_neg (by linarith)]
      nlinarith [sq_nonneg (b j)]
    rw [Finset.sum_neg_distrib] at hs
    unfold downfolded
    linarith
  -- just below the lowest pole its own term dominates
  have hhigh : downfolded a b d (d k - t) ≤ 0 := by
    have hs : ∑ j, b j ^ 2 / (d k - t - d j) ≤ -(b k ^ 2 / t) := by
      have h1 : ∑ j, b j ^ 2 / (d j - (d k - t)) = -∑ j, b j ^ 2 / (d k - t - d j) := by
        rw [← Finset.sum_neg_distrib]
        apply Finset.sum_congr rfl
        intro j _
        rw [← div_neg, neg_sub]
      have h2 : b k ^ 2 / (d k - (d k - t)) ≤ ∑ j, b j ^ 2 / (d j - (d k - t)) :=
        Finset.single_le_sum (f := fun j => b j ^ 2 / (d j - (d k - t)))
          (fun j _ => div_nonneg (sq_nonneg _) (by linarith [hk j])) (Finset.mem_univ k)
      rw [sub_sub_cancel] at h2
      linarith
    have h3 : |a - d k| + 1 ≤ b k ^ 2 / t := by
      rw [le_div_iff₀ ht0]
      nlinarith [mul_pos ht0 hbk]
    unfold downfolded
    linarith [le_abs_self (a - d k)]
  have hcont : ContinuousOn (downfolded a b d) (Set.Icc L (d k - t)) := by
    unfold downfolded
    apply ContinuousOn.add
    · fun_prop
    · apply continuousOn_finsetSum
      intro j _
      apply ContinuousOn.div continuousOn_const (by fun_prop)
      intro E hE
      have h1 : E - d j < 0 := by linarith [hE.2, hk j]
      exact h1.ne
  obtain ⟨E, hE, hE0⟩ :=
    intermediate_value_Icc' (by linarith : L ≤ d k - t) hcont ⟨hhigh, hlow⟩
  have hEk : E < d k := by linarith [hE.2]
  refine ⟨E, ⟨hEk, hE0⟩, ?_⟩
  rintro F ⟨hFk, hF0⟩
  exact (downfolded_strictAntiOn a b d).injOn
    (fun j => lt_of_lt_of_le hFk (hk j)) (fun j => lt_of_lt_of_le hEk (hk j))
    (hF0.trans hE0.symm)
```

The names `L` and `t` are those of the hand derivation. In `hlow`, each pole term is bounded below by $-b_j^2$; `le_div_iff_of_neg` reverses the inequality when multiplying by the negative denominator. In `hhigh`, the signs are flipped so that all terms are nonnegative, and `Finset.single_le_sum` then keeps only the $k$-th. The step `h3` uses the slightly weaker bound $|a-d_k|+1\le b_k^2/t$, which suffices.

Continuity holds because no denominator vanishes on the interval. `intermediate_value_Icc'` is the version for a function that goes from nonnegative to nonpositive values, and uniqueness follows from the injectivity of a strictly decreasing function.

When every coupling is nonzero, any lowest pole will do. `Nonempty ι` ensures that there is one, and `Finite.exists_min` selects it.

```lean
/-- For at least one pole and nonzero couplings, the downfolded Rayleigh function has exactly one
zero below all poles. -/
theorem rayleigh_functional_well_defined [Nonempty ι] (a : ℝ) (b d : ι → ℝ)
    (hb : ∀ j, b j ≠ 0) :
    ∃! E, (∀ j, E < d j) ∧ downfolded a b d E = 0 := by
  obtain ⟨k, hk⟩ := Finite.exists_min d
  obtain ⟨E, ⟨hE, hE0⟩, huniq⟩ := existsUnique_zero_below a b d k hk (hb k)
  exact ⟨E, ⟨fun j => lt_of_lt_of_le hE (hk j), hE0⟩, fun F hF => huniq F ⟨hF.1 k, hF.2⟩⟩
```

The Rayleigh functional of an energy-dependent problem assigns to a retained vector the one energy in a chosen interval at which its quadratic form vanishes. Here the interval is the region below all poles, the retained space is one-dimensional and the form is $f(E)c^2$, so every $c\ne0$ receives the same value, the unique zero below the poles.

Some condition on the couplings is needed. If all vanish, then $f(E)=a-E$ and the only candidate is $E=a$, which is excluded when $a$ is not below every pole.

```lean
/-- If all couplings vanish and the retained energy `a` is not below some pole, the downfolded
Rayleigh function has no zero below all poles. -/
theorem no_zero_of_decoupled (a : ℝ) (d : ι → ℝ) (k : ι) (ha : d k ≤ a) :
    ¬ ∃ E, (∀ j, E < d j) ∧ downfolded a (fun _ => 0) d E = 0 := by
  rintro ⟨E, hE, h0⟩
  simp [downfolded] at h0
  linarith [hE k]
```

Here `simp` removes the zero pole terms, and `linarith` finds the contradiction between $E=a$, $E<d_k$ and $d_k\le a$. The intermediate case, in which every lowest pole is decoupled but some higher one is not, is left open by these theorems.

## The zero as a variational minimum

The completed square is an identity for every $E$ different from all poles, above or below them.

```lean
/-- Away from the poles, the energy form minus `E` times the squared norm is the downfolded function
times `c²` plus, for each eliminated state, a square multiplied by `d_j - E`. -/
theorem energy_sub_eq (a : ℝ) (b d : ι → ℝ) (E c : ℝ) (x : ι → ℝ) (hE : ∀ j, E ≠ d j) :
    energy a b d c x - E * weight c x =
      downfolded a b d E * c ^ 2 + ∑ j, (d j - E) * (x j - c * b j / (E - d j)) ^ 2 := by
  have hterm : ∀ j, (d j - E) * (x j - c * b j / (E - d j)) ^ 2 =
      d j * x j ^ 2 - E * x j ^ 2 + 2 * c * (b j * x j) - c ^ 2 * (b j ^ 2 / (E - d j)) := by
    intro j
    have h : E - d j ≠ 0 := sub_ne_zero.mpr (hE j)
    field_simp
    ring
  rw [Finset.sum_congr rfl (fun j _ => hterm j), Finset.sum_sub_distrib,
    Finset.sum_add_distrib, Finset.sum_sub_distrib, ← Finset.mul_sum, ← Finset.mul_sum,
    ← Finset.mul_sum]
  unfold energy weight downfolded
  ring
```

The local statement `hterm` is the expansion of a single square: `field_simp` clears the denominator $E-d_j$ and `ring` compares polynomials. The subsequent rewrites split the sum into its four parts and pull out the constant factors.

The final theorem takes a zero below all poles as given, with no condition on the couplings, and compares it with every real trial state. Its first part is the lower bound; its second is the equality condition.

```lean
/-- A zero `E` of the downfolded function below all poles bounds the full energy form from below
by `E` times the squared norm, with equality exactly when `x_j = c b_j / (E - d_j)` for all `j`. -/
theorem zero_is_variational_minimum (a : ℝ) (b d : ι → ℝ) (E : ℝ)
    (hE : ∀ j, E < d j) (h0 : downfolded a b d E = 0) (c : ℝ) (x : ι → ℝ) :
    E * weight c x ≤ energy a b d c x ∧
      (energy a b d c x = E * weight c x ↔ ∀ j, x j = c * b j / (E - d j)) := by
  have hid := energy_sub_eq a b d E c x (fun j => (hE j).ne)
  rw [h0, zero_mul, zero_add] at hid
  have hnn : ∀ j ∈ (Finset.univ : Finset ι),
      0 ≤ (d j - E) * (x j - c * b j / (E - d j)) ^ 2 :=
    fun j _ => mul_nonneg (sub_pos.mpr (hE j)).le (sq_nonneg _)
  refine ⟨by linarith [Finset.sum_nonneg hnn], ?_⟩
  rw [← sub_eq_zero, hid, Finset.sum_eq_zero_iff_of_nonneg hnn]
  constructor
  · intro h j
    -- each weight is positive, so each square vanishes
    rcases mul_eq_zero.mp (h j (Finset.mem_univ j)) with h1 | h1
    · linarith [hE j]
    · exact sub_eq_zero.mp (pow_eq_zero_iff (two_ne_zero)|>.mp h1)
  · intro h j _
    rw [h j, sub_self]
    ring

end

end DownfoldedRayleigh
```

Setting $f(E)=0$ in the identity leaves only the weighted squares. Their sum is nonnegative, which gives the bound. By `Finset.sum_eq_zero_iff_of_nonneg` it vanishes only if each term does, and since $d_j-E>0$, each square must then be zero. If $c=0$, the equality condition forces all $x_j=0$, so every nonzero minimising state has a component on the retained state.

```lean
#print axioms DownfoldedRayleigh.existsUnique_zero_below
-- 'DownfoldedRayleigh.existsUnique_zero_below' depends on axioms: [propext, Classical.choice, Quot.sound]
#print axioms DownfoldedRayleigh.rayleigh_functional_well_defined
-- 'DownfoldedRayleigh.rayleigh_functional_well_defined' depends on axioms: [propext, Classical.choice, Quot.sound]
#print axioms DownfoldedRayleigh.no_zero_of_decoupled
-- 'DownfoldedRayleigh.no_zero_of_decoupled' depends on axioms: [propext, Classical.choice, Quot.sound]
#print axioms DownfoldedRayleigh.zero_is_variational_minimum
-- 'DownfoldedRayleigh.zero_is_variational_minimum' depends on axioms: [propext, Classical.choice, Quot.sound]
```
